# The Euclidean action of a periodic path over its period is unchanged by a shift in imaginary time

For a path x(t) on the real line with x(t + T) = x(t), the lemma says that x(t + s) has the same Euclidean action as x(t) for every real s, the action being the integral of m x'²/2 + V(x) from 0 to T. The mass m and the potential V are arbitrary, and the path need not solve an equation of motion. Nor is smoothness assumed: Lean's `deriv` is zero where the derivative does not exist, and its integral is zero where the integrand is not integrable. The proof moves the shift from the path to the argument of the integrand, changes variable so that the integral runs from s to T + s, and uses periodicity to bring the interval back to 0 to T.

The first attempt, which Lean rejects:

```lean
import Mathlib

open intervalIntegral

namespace InstantonZeroMode

noncomputable section

/-- The Euclidean action, the integral of `m x'^2 / 2 + V(x)` over `[0, T]`. -/
def euclideanAction (m T : ℝ) (V x : ℝ → ℝ) : ℝ :=
  ∫ t in (0 : ℝ)..T, (m / 2 * deriv x t ^ 2 + V (x t))

variable {m T : ℝ} {V x : ℝ → ℝ}

/-- The velocity of a periodic path is periodic with the same period. -/
theorem deriv_periodic {f : ℝ → ℝ} (hf : Function.Periodic f T) :
    Function.Periodic (deriv f) T := by
  intro t
  have e : (fun s => f (s + T)) = f := funext hf
  calc deriv f (t + T) = deriv (fun s => f (s + T)) t := (deriv_comp_add_const f T t).symm
    _ = deriv f t := by rw [e]

/-- The Euclidean action of a periodic path is unchanged by a translation in imaginary time. -/
theorem action_time_translation (m : ℝ) (V : ℝ → ℝ) (hx : Function.Periodic x T) (s : ℝ) :
    euclideanAction m T V (fun t => x (t + s)) = euclideanAction m T V x := by
  have hp : Function.Periodic (fun t => m / 2 * deriv x t ^ 2 + V (x t)) T := by
    intro t
    simp only [deriv_periodic hx t, hx t]
  have hd : ∀ t, deriv (fun u => x (u + s)) t = deriv x (t + s) :=
    fun t => deriv_comp_add_const x s t
  calc euclideanAction m T V (fun t => x (t + s))
      = ∫ t in (0 : ℝ)..T, (fun u => m / 2 * deriv x u ^ 2 + V (x u)) (t + s) := by
        simp only [euclideanAction, hd]
    _ = ∫ u in (0 + s)..(T + s), (fun u => m / 2 * deriv x u ^ 2 + V (x u)) u :=
        integral_comp_add_right _ s
    _ = euclideanAction m T V x := by
        rw [zero_add, add_comm T s, hp.intervalIntegral_add_eq s 0, zero_add]
        rfl

end

end InstantonZeroMode
```

The error:

```
Main.lean:35:8: error: Type mismatch
  integral_comp_add_right ?m.227 s
has type
  @intervalIntegral ?m.222 ?m.223 ?m.224 (fun x => ?m.227 (x + s)) ?m.225 ?m.226 MeasureTheory.volume =
    ∫ (x : ℝ) in ?m.225 + s..?m.226 + s, ?m.227 x
but is expected to have type
  @intervalIntegral ℝ Real.normedAddCommGroup RCLike.toInnerProductSpaceReal.toNormedSpace
      (fun t => (fun u => m / 2 * deriv x u ^ 2 + V (x u)) (t + s)) 0 T MeasureTheory.volume =
    ∫ (u : ℝ) in 0 + s..T + s, (fun u => m / 2 * deriv x u ^ 2 + V (x u)) u
```

What went wrong. The one error is at the change of variable. `integral_comp_add_right` is about an integrand of the form `f (x + s)`, and the attempt writes `_` for `f`, leaving Lean to find it by unification. In the message `f` is still the unknown `?m.227`, applied to `x + s`. An unknown function applied to a bare bound variable can be read off directly, but `x + s` is a compound term, so that rule does not apply, and Lean found no assignment that made the two sides agree. The `calc` step does write the integrand as an explicit function applied to `t + s`, but this was not enough for Lean to choose that function as `f`.

The repair gives the function in place of `_`. Lean then has only to check that the lemma's equation, with `f` known, matches the stated step, and it does. The statement and the other steps are unchanged.

After these edits no error is left:

```diff
@@ -33,5 +33,5 @@
         simp only [euclideanAction, hd]
     _ = ∫ u in (0 + s)..(T + s), (fun u => m / 2 * deriv x u ^ 2 + V (x u)) u :=
-        integral_comp_add_right _ s
+        integral_comp_add_right (fun u => m / 2 * deriv x u ^ 2 + V (x u)) s
     _ = euclideanAction m T V x := by
         rw [zero_add, add_comm T s, hp.intervalIntegral_add_eq s 0, zero_add]
```
